# A lossless oscillator medium driven off resonance stores on average (E₀²/4) d(wε)/dw

The energy that normalises a cavity mode in a dispersive dielectric with negligible loss is a magnetic part plus an electric part, and in the electric part the squared field is weighted by d(wε)/dw, where w is the frequency and ε the permittivity, instead of by ε alone. The file below proves the energy formula behind that weight for a medium of finitely many lossless oscillators driven off resonance by a field E₀ cos(wt). The result is an energy density in units with ε₀ = 1, and it counts the energy of the electric field together with that of the oscillators.

```lean
import Mathlib

open Real

noncomputable section

namespace BrillouinEnergy

variable {ι : Type*} [Fintype ι]

/-- Permittivity of lossless oscillators with couplings `p j` and resonances `Ω j`,
for frequencies `w` off resonance, `Ω j ^ 2 ≠ w ^ 2`. -/
def permittivity (p Ω : ι → ℝ) (w : ℝ) : ℝ :=
  1 + ∑ j, p j ^ 2 / (Ω j ^ 2 - w ^ 2)

/-- The monochromatic electric field `E₀ cos (w t)`. -/
def drive (E₀ w t : ℝ) : ℝ := E₀ * cos (w * t)

/-- Polarization of oscillator `j` under the monochromatic field, for `Ω j ^ 2 ≠ w ^ 2`. -/
def polarization (p Ω : ι → ℝ) (E₀ w : ℝ) (j : ι) (t : ℝ) : ℝ :=
  p j ^ 2 * drive E₀ w t / (Ω j ^ 2 - w ^ 2)

/-- Energy density of the electric field together with the kinetic and potential energy
of the oscillators, for couplings `p j ≠ 0`. -/
def energy (p Ω : ι → ℝ) (E : ℝ → ℝ) (P : ι → ℝ → ℝ) (t : ℝ) : ℝ :=
  E t ^ 2 / 2 + ∑ j, (deriv (P j) t ^ 2 + Ω j ^ 2 * P j t ^ 2) / (2 * p j ^ 2)

/-- Average over one period `2π / w`, for `w ≠ 0`. -/
def periodAverage (w : ℝ) (f : ℝ → ℝ) : ℝ :=
  w / (2 * π) * ∫ t in (0 : ℝ)..(2 * π / w), f t

/-- The rate of change of the square of a quantity. -/
lemma hasDerivAt_sq {f : ℝ → ℝ} {f' t : ℝ} (h : HasDerivAt f f' t) :
    HasDerivAt (fun s => f s ^ 2) (2 * f t * f') t := by
  simpa using h.fun_pow 2

/-- For nonzero couplings, a differentiable field and polarizations obeying `P'' + Ω² P = p² E`, the
energy density changes at the rate `E dD/dt`, where `D = E + ∑ P`. -/
theorem energy_balance {p Ω : ι → ℝ} (hp : ∀ j, p j ≠ 0) {E : ℝ → ℝ} {P V : ι → ℝ → ℝ}
    {E' t : ℝ} (hE : HasDerivAt E E' t) (hP : ∀ j s, HasDerivAt (P j) (V j s) s)
    (hV : ∀ j, HasDerivAt (V j) (p j ^ 2 * E t - Ω j ^ 2 * P j t) t) :
    HasDerivAt (energy p Ω E P) (E t * (E' + ∑ j, V j t)) t := by
  have hterm : ∀ j ∈ Finset.univ, HasDerivAt
      (fun s => (deriv (P j) s ^ 2 + Ω j ^ 2 * P j s ^ 2) / (2 * p j ^ 2))
      (E t * V j t) t := by
    intro j _
    have hd : deriv (P j) = V j := funext fun s => (hP j s).deriv
    rw [hd]
    have h := ((hasDerivAt_sq (hV j)).fun_add
      ((hasDerivAt_sq (hP j t)).const_mul (Ω j ^ 2))).div_const (2 * p j ^ 2)
    refine h.congr_deriv ?_
    have hj := hp j
    rw [div_eq_iff (by positivity)]
    ring
  have h := ((hasDerivAt_sq hE).div_const 2).fun_add (HasDerivAt.fun_sum hterm)
  refine h.congr_deriv ?_
  rw [← Finset.mul_sum]
  ring

omit [Fintype ι] in
/-- The polarization current of oscillator `j` under the monochromatic field. -/
theorem polarization_current (p Ω : ι → ℝ) (E₀ w : ℝ) (j : ι) (t : ℝ) :
    HasDerivAt (polarization p Ω E₀ w j)
      (-(p j ^ 2 * E₀ * w * sin (w * t) / (Ω j ^ 2 - w ^ 2))) t := by
  have hl := ((hasDerivAt_id' t).const_mul w).congr_deriv (mul_one w)
  have h := ((hl.cos.const_mul E₀).const_mul (p j ^ 2)).div_const (Ω j ^ 2 - w ^ 2)
  exact h.congr_deriv (by ring)

omit [Fintype ι] in
/-- Off resonance the polarization obeys the oscillator equation `P'' = p² E - Ω² P`. -/
theorem polarization_motion (p Ω : ι → ℝ) (E₀ : ℝ) {w : ℝ} {j : ι}
    (off : Ω j ^ 2 ≠ w ^ 2) (t : ℝ) :
    HasDerivAt (deriv (polarization p Ω E₀ w j))
      (p j ^ 2 * drive E₀ w t - Ω j ^ 2 * polarization p Ω E₀ w j t) t := by
  rw [show deriv (polarization p Ω E₀ w j) = _ from
    funext fun s => (polarization_current p Ω E₀ w j s).deriv]
  have hl := ((hasDerivAt_id' t).const_mul w).congr_deriv (mul_one w)
  have h := ((hl.sin.const_mul (p j ^ 2 * E₀ * w)).div_const (Ω j ^ 2 - w ^ 2)).fun_neg
  refine h.congr_deriv ?_
  have hne := sub_ne_zero.mpr off
  unfold polarization drive
  field_simp
  ring

/-- Off resonance, `d(w ε)/dw = 1 + ∑ p² (Ω² + w²) / (Ω² - w²)²`. -/
theorem hasDerivAt_mul_permittivity (p : ι → ℝ) {Ω : ι → ℝ} {w : ℝ}
    (off : ∀ j, Ω j ^ 2 ≠ w ^ 2) :
    HasDerivAt (fun v => v * permittivity p Ω v)
      (1 + ∑ j, p j ^ 2 * (Ω j ^ 2 + w ^ 2) / (Ω j ^ 2 - w ^ 2) ^ 2) w := by
  have hterm : ∀ j ∈ Finset.univ, HasDerivAt (fun v => p j ^ 2 / (Ω j ^ 2 - v ^ 2))
      (2 * w * p j ^ 2 / (Ω j ^ 2 - w ^ 2) ^ 2) w := by
    intro j _
    have hq : HasDerivAt (fun v : ℝ => v ^ 2) (2 * w * 1) w := hasDerivAt_sq (hasDerivAt_id' w)
    have h := (hasDerivAt_const w (p j ^ 2)).fun_div (hq.const_sub (Ω j ^ 2))
      (sub_ne_zero.mpr (off j))
    exact h.congr_deriv (by ring)
  have h := (hasDerivAt_id' w).fun_mul ((HasDerivAt.fun_sum hterm).const_add 1)
  refine h.congr_deriv ?_
  rw [one_mul, add_assoc, Finset.mul_sum, ← Finset.sum_add_distrib]
  congr 1
  refine Finset.sum_congr rfl fun j _ => ?_
  have hne := sub_ne_zero.mpr (off j)
  field_simp
  ring

/-- Over one period, `a cos² + b sin²` averages to `(a + b) / 2`. -/
theorem periodAverage_cos_sin {w : ℝ} (hw : 0 < w) (a b : ℝ) :
    periodAverage w (fun t => a * cos (w * t) ^ 2 + b * sin (w * t) ^ 2) = (a + b) / 2 := by
  -- an explicit antiderivative
  have hF : ∀ t, HasDerivAt
      (fun s => (a + b) / 2 * s + (a - b) / (2 * w) * (sin (w * s) * cos (w * s)))
      (a * cos (w * t) ^ 2 + b * sin (w * t) ^ 2) t := by
    intro t
    have hl := ((hasDerivAt_id' t).const_mul w).congr_deriv (mul_one w)
    have h := ((hasDerivAt_id' t).const_mul ((a + b) / 2)).fun_add
      ((hl.sin.fun_mul hl.cos).const_mul ((a - b) / (2 * w)))
    refine h.congr_deriv ?_
    have e : (a - b) / (2 * w) * w = (a - b) / 2 := by field_simp
    linear_combination (cos (w * t) ^ 2 - sin (w * t) ^ 2) * e
      - (a + b) / 2 * sin_sq_add_cos_sq (w * t)
  unfold periodAverage
  rw [intervalIntegral.integral_eq_sub_of_hasDerivAt (fun t _ => hF t)
    (Continuous.intervalIntegrable (by fun_prop) _ _)]
  have e : w * (2 * π / w) = 2 * π := by field_simp
  simp only [e, sin_two_pi, sin_zero, mul_zero, zero_mul, add_zero, sub_zero]
  have hpi := pi_ne_zero
  field_simp

/-- The energy density under the monochromatic field, split into its `cos²` and `sin²` parts. -/
theorem driven_energy {p : ι → ℝ} (hp : ∀ j, 0 < p j) (Ω : ι → ℝ) (E₀ w t : ℝ) :
    energy p Ω (drive E₀ w) (polarization p Ω E₀ w) t =
      E₀ ^ 2 / 2 * (1 + ∑ j, p j ^ 2 * Ω j ^ 2 / (Ω j ^ 2 - w ^ 2) ^ 2) * cos (w * t) ^ 2
      + E₀ ^ 2 / 2 * (∑ j, p j ^ 2 * w ^ 2 / (Ω j ^ 2 - w ^ 2) ^ 2) * sin (w * t) ^ 2 := by
  have hterm : ∀ j, (deriv (polarization p Ω E₀ w j) t ^ 2
      + Ω j ^ 2 * polarization p Ω E₀ w j t ^ 2) / (2 * p j ^ 2) =
      E₀ ^ 2 / 2 * cos (w * t) ^ 2 * (p j ^ 2 * Ω j ^ 2 / (Ω j ^ 2 - w ^ 2) ^ 2)
      + E₀ ^ 2 / 2 * sin (w * t) ^ 2 * (p j ^ 2 * w ^ 2 / (Ω j ^ 2 - w ^ 2) ^ 2) := by
    intro j
    have hj := hp j
    rw [(polarization_current p Ω E₀ w j t).deriv, div_eq_iff (by positivity)]
    unfold polarization drive
    generalize Ω j ^ 2 - w ^ 2 = d
    ring
  unfold energy
  rw [Finset.sum_congr rfl (fun j _ => hterm j), Finset.sum_add_distrib,
    ← Finset.mul_sum, ← Finset.mul_sum]
  unfold drive
  ring

/-- For lossless oscillators under a monochromatic field off resonance, the period-averaged energy
density of field and oscillators is `(E₀²/4) d(w ε)/dw`. The derivative is at least `1`, with
equality exactly when there are no oscillators. -/
theorem brillouin_energy {p Ω : ι → ℝ} (hp : ∀ j, 0 < p j) (E₀ : ℝ) {w : ℝ} (hw : 0 < w)
    (off : ∀ j, Ω j ^ 2 ≠ w ^ 2) :
    periodAverage w (energy p Ω (drive E₀ w) (polarization p Ω E₀ w)) =
        E₀ ^ 2 / 4 * deriv (fun v => v * permittivity p Ω v) w
      ∧ 1 ≤ deriv (fun v => v * permittivity p Ω v) w
      ∧ (deriv (fun v => v * permittivity p Ω v) w = 1 ↔ IsEmpty ι) := by
  rw [(hasDerivAt_mul_permittivity p off).deriv]
  -- every oscillator contributes a positive amount
  have hpos : ∀ j, 0 < p j ^ 2 * (Ω j ^ 2 + w ^ 2) / (Ω j ^ 2 - w ^ 2) ^ 2 := fun j =>
    div_pos (mul_pos (pow_pos (hp j) 2) (by positivity))
      ((sq_nonneg _).lt_of_ne' (pow_ne_zero 2 (sub_ne_zero.mpr (off j))))
  refine ⟨?_, ?_, ?_, ?_⟩
  · rw [funext (driven_energy hp Ω E₀ w), periodAverage_cos_sin hw]
    have hs : ∑ j, p j ^ 2 * (Ω j ^ 2 + w ^ 2) / (Ω j ^ 2 - w ^ 2) ^ 2 =
        ∑ j, p j ^ 2 * Ω j ^ 2 / (Ω j ^ 2 - w ^ 2) ^ 2
        + ∑ j, p j ^ 2 * w ^ 2 / (Ω j ^ 2 - w ^ 2) ^ 2 := by
      rw [← Finset.sum_add_distrib]
      exact Finset.sum_congr rfl fun j _ => by rw [mul_add, add_div]
    rw [hs]
    ring
  · linarith [Finset.sum_nonneg fun j (_ : j ∈ Finset.univ) => (hpos j).le]
  · intro h
    by_contra hne
    have hι : Nonempty ι := not_isEmpty_iff.mp hne
    have hsum := Finset.sum_pos (fun j _ => hpos j) (Finset.univ_nonempty (α := ι))
    linarith
  · intro h
    simp

/-- For free carriers (all `Ω j = 0`) the averaged energy density is
`(E₀²/4) (1 + ∑ p² / w²)`. -/
theorem drude_energy {p : ι → ℝ} (hp : ∀ j, 0 < p j) (E₀ : ℝ) {w : ℝ} (hw : 0 < w) :
    periodAverage w (energy p (fun _ => 0) (drive E₀ w) (polarization p (fun _ => 0) E₀ w)) =
      E₀ ^ 2 / 4 * (1 + (∑ j, p j ^ 2) / w ^ 2) := by
  have off : ∀ j : ι, (fun _ : ι => (0 : ℝ)) j ^ 2 ≠ w ^ 2 := by
    intro j h
    have h2 : (0 : ℝ) ^ 2 = w ^ 2 := h
    nlinarith [pow_pos hw 2]
  rw [(brillouin_energy hp E₀ hw off).1, (hasDerivAt_mul_permittivity p off).deriv,
    Finset.sum_div]
  congr 2
  refine Finset.sum_congr rfl fun j _ => ?_
  show p j ^ 2 * ((0 : ℝ) ^ 2 + w ^ 2) / ((0 : ℝ) ^ 2 - w ^ 2) ^ 2 = p j ^ 2 / w ^ 2
  rw [show ((0 : ℝ) ^ 2 - w ^ 2) ^ 2 = w ^ 2 * w ^ 2 by ring,
    show (0 : ℝ) ^ 2 + w ^ 2 = w ^ 2 by ring, mul_div_mul_right _ _ (pow_ne_zero 2 hw.ne')]

/-- For free carriers with `w² < ∑ p²` and a field with `E₀ ≠ 0`, the permittivity is negative,
while the averaged energy density exceeds `E₀²/2`. -/
theorem drude_below_plasma {p : ι → ℝ} (hp : ∀ j, 0 < p j) {E₀ w : ℝ} (hE : E₀ ≠ 0)
    (hw : 0 < w) (h : w ^ 2 < ∑ j, p j ^ 2) :
    permittivity p (fun _ => 0) w < 0 ∧ E₀ ^ 2 / 2 <
      periodAverage w
        (energy p (fun _ => 0) (drive E₀ w) (polarization p (fun _ => 0) E₀ w)) := by
  have he : permittivity p (fun _ => 0) w = 1 - (∑ j, p j ^ 2) / w ^ 2 := by
    unfold permittivity
    rw [Finset.sum_div, sub_eq_add_neg, ← Finset.sum_neg_distrib]
    congr 1
    refine Finset.sum_congr rfl fun j _ => ?_
    show p j ^ 2 / ((0 : ℝ) ^ 2 - w ^ 2) = -(p j ^ 2 / w ^ 2)
    rw [show (0 : ℝ) ^ 2 - w ^ 2 = -w ^ 2 by ring, div_neg]
  have h1 : 1 < (∑ j, p j ^ 2) / w ^ 2 := (one_lt_div (pow_pos hw 2)).mpr h
  have hE2 : 0 < E₀ ^ 2 := by positivity
  rw [he, drude_energy hp E₀ hw]
  constructor
  · linarith
  · nlinarith [mul_pos hE2 (sub_pos.mpr h1)]

end BrillouinEnergy
```

```lean
#print axioms BrillouinEnergy.energy_balance
#print axioms BrillouinEnergy.polarization_motion
#print axioms BrillouinEnergy.brillouin_energy
#print axioms BrillouinEnergy.drude_below_plasma
```

```
'BrillouinEnergy.energy_balance' depends on axioms: [propext, Classical.choice, Quot.sound]
'BrillouinEnergy.polarization_motion' depends on axioms: [propext, Classical.choice, Quot.sound]
'BrillouinEnergy.brillouin_energy' depends on axioms: [propext, Classical.choice, Quot.sound]
'BrillouinEnergy.drude_below_plasma' depends on axioms: [propext, Classical.choice, Quot.sound]
```

## The medium and its energy

The finite type `ι` labels the oscillators. Oscillator j has a coupling pⱼ > 0, a resonance frequency Ωⱼ and a polarization Pⱼ, which obeys

Pⱼ″ + Ωⱼ² Pⱼ = pⱼ² E.

Units have ε₀ = 1, and D = E + Σⱼ Pⱼ. If oscillator j stands for n charges q of mass m per unit volume, then pⱼ² = nq²/m. A free (Drude) carrier has Ωⱼ = 0. Only Ωⱼ² enters, so the sign of Ωⱼ is left free. The function `energy` is

u = E²/2 + Σⱼ (Pⱼ′² + Ωⱼ² Pⱼ²)/(2pⱼ²),

the field energy plus the kinetic and potential energy of the oscillators. `energy_balance` justifies this form for any motion that obeys the oscillator equations, periodic or not:

du/dt = E E′ + Σⱼ Pⱼ′ (Pⱼ″ + Ωⱼ² Pⱼ)/pⱼ² = E (E′ + Σⱼ Pⱼ′) = E dD/dt.

This is the electric term in Poynting's theorem. Its part E Σⱼ Pⱼ′ is the rate at which the field does work on the oscillators, and E E′ is the rate of change of the electric field's own energy. The proof differentiates each square with `hasDerivAt_sq` and inserts the equation of motion.

`brillouin_energy` takes E = E₀ cos(wt) with w > 0 and Ωⱼ² ≠ w² for every j. It states that the average of u over one period 2π/w equals (E₀²/4) d(wε)/dw, that this derivative is at least 1, and that it equals 1 exactly when `ι` is empty, which is vacuum.

Brillouin's density is usually written for a slowly modulated wave in a general transparent medium, with a magnetic term. Here the drive is strictly monochromatic, the field is a scalar at one point, and only the electric part appears. Damping and freely ringing oscillations are absent.

## From the driven motion to the average

Write dⱼ = Ωⱼ² − w², which is nonzero off resonance, as the formulas of this section require. The forced solution and its current are

Pⱼ = pⱼ² E₀ cos(wt)/dⱼ,

Pⱼ′ = −pⱼ² E₀ w sin(wt)/dⱼ.

Since Pⱼ″ = −w² Pⱼ, the left side of the oscillator equation is dⱼ Pⱼ = pⱼ² E, as required. `polarization_current` and `polarization_motion` prove these two facts. Substitution into u gives `driven_energy`:

u = (E₀²/2) [1 + Σⱼ pⱼ² Ωⱼ²/dⱼ²] cos²(wt) + (E₀²/2) [Σⱼ pⱼ² w²/dⱼ²] sin²(wt).

To average a cos²(wt) + b sin²(wt), `periodAverage_cos_sin` uses the antiderivative

(a + b)t/2 + (a − b) sin(wt) cos(wt)/(2w).

Its second term vanishes at both ends of the period, so the average is (a + b)/2. Hence

⟨u⟩ = (E₀²/4) [1 + Σⱼ pⱼ² (Ωⱼ² + w²)/dⱼ²].

## The same sum from the permittivity

The permittivity is ε = 1 + Σⱼ pⱼ²/dⱼ. Each oscillator contributes to d(wε)/dw the amount

pⱼ²/dⱼ + 2w² pⱼ²/dⱼ² = pⱼ² (Ωⱼ² + w²)/dⱼ².

`hasDerivAt_mul_permittivity` proves this with the product and quotient rules; `field_simp` and `ring` combine the fractions. The bracket in ⟨u⟩ is therefore d(wε)/dw. Every term of the sum is positive, which gives the lower bound, and `Finset.sum_pos` makes it strict as soon as one oscillator is present.

## Free carriers below the plasma frequency

With all Ωⱼ = 0 and the plasma frequency wₚ defined by wₚ² = Σⱼ pⱼ², `drude_energy` gives

⟨u⟩ = (E₀²/4)(1 + wₚ²/w²),

while ε = 1 − wₚ²/w². For w < wₚ and E₀ ≠ 0, `drude_below_plasma` shows that ε is negative and ⟨u⟩ exceeds E₀²/2, twice the vacuum average. The nondispersive expression (E₀²/4) ε would give a negative energy there.

## Driving exactly on resonance

Take one oscillator with p = Ω = w = 1 and E₀ ≠ 0, so that the condition Ω² ≠ w² fails. Every solution of P″ + P = E₀ cos t contains the growing term (E₀/2) t sin t, and there is no steady oscillation to average. The formal statement fails as well: vε(v) has a pole at v = 1, where Lean's `deriv` returns 0, and the bound would read 1 ≤ 0.
